# Antiferromagnetic C–H and ferromagnetic σ–π exchange give hydrogen a negative spin in the lowest $S_z=1/2$ state of a three-spin model

In a planar π radical, the proton of a C–H bond lies in the nodal plane of the orbital that holds the unpaired electron. If the spin density is taken from that orbital alone, the contact hyperfine coupling of this proton is zero, and the negative McConnell constant $Q$, the ratio of this coupling to the π spin population on the carbon, is missed altogether. The missing ingredient is spin polarisation of the bond.

The model keeps three spins 1/2, one each for the hydrogen electron ($h$), the carbon σ electron ($c$) and the carbon π electron ($p$):

$$H=J\,\mathbf S_h\cdot\mathbf S_c-K\,\mathbf S_c\cdot\mathbf S_p .$$

For $J,K>0$, every unit vector of lowest energy with total $S_z=1/2$ has

$$\langle S_{hz}\rangle=\frac{R-J-2K}{6R}<0,\qquad R=\sqrt{J^2+JK+K^2}.$$

## The Hamiltonian and its signs

Positive $J$ favours antiparallel spins in the C–H bond. Positive $K$ stands for Hund exchange, which favours parallel σ and π spins on the carbon. Spins are in units of $\hbar$, and index 0 means spin up.

```lean
import Mathlib

open Matrix
open scoped Kronecker

namespace McConnellThreeSpin

noncomputable section

/-- Amplitudes of three spins 1/2 in the order hydrogen, carbon sigma, carbon pi;
index 0 is spin up and index 1 is spin down. -/
abbrev State := Fin 2 × Fin 2 × Fin 2 → ℂ

/-- Operators on the three spins. -/
abbrev Op := Matrix (Fin 2 × Fin 2 × Fin 2) (Fin 2 × Fin 2 × Fin 2) ℂ

/-- The x component of a spin 1/2. -/
def sx : Matrix (Fin 2) (Fin 2) ℂ := !![0, 1/2; 1/2, 0]

/-- The y component of a spin 1/2. -/
def sy : Matrix (Fin 2) (Fin 2) ℂ := !![0, -Complex.I/2; Complex.I/2, 0]

/-- The z component of a spin 1/2. -/
def sz : Matrix (Fin 2) (Fin 2) ℂ := !![1/2, 0; 0, -1/2]

/-- The product operator acting with `A` on h, `B` on c and `C` on p. -/
def three (A B C : Matrix (Fin 2) (Fin 2) ℂ) : Op := A ⊗ₖ (B ⊗ₖ C)

/-- The scalar product S_h · S_c. -/
def dotHC : Op := three sx sx 1 + three sy sy 1 + three sz sz 1

/-- The scalar product S_c · S_p. -/
def dotCP : Op := three 1 sx sx + three 1 sy sy + three 1 sz sz

/-- The Hamiltonian J S_h · S_c - K S_c · S_p. -/
def hamiltonian (J K : ℝ) : Op := (J : ℂ) • dotHC - (K : ℂ) • dotCP

/-- The z component of the total spin. -/
def totalSz : Op := three sz 1 1 + three 1 sz 1 + three 1 1 sz

/-- The real part of ⟨ψ|A|ψ⟩. -/
def expect (A : Op) (ψ : State) : ℝ := (star ψ ⬝ᵥ (A *ᵥ ψ)).re
```

`UnitHalf` collects the norm and $S_z$ conditions. `IsLowest` adds minimal energy among such vectors; it does not assume an eigenvector of $H$. The amplitudes $a,b,d$ belong to the states with $h$, $c$ or $p$ down, and $R$ is called `scale`.

```lean
/-- Unit vectors with total S_z = 1/2. -/
def UnitHalf (ψ : State) : Prop :=
  ∑ s, Complex.normSq (ψ s) = 1 ∧ totalSz *ᵥ ψ = (1/2 : ℂ) • ψ

/-- Unit vectors that minimize the energy within total S_z = 1/2. -/
def IsLowest (J K : ℝ) (ψ : State) : Prop :=
  UnitHalf ψ ∧ ∀ φ, UnitHalf φ → expect (hamiltonian J K) ψ ≤ expect (hamiltonian J K) φ

/-- The state with amplitudes `a`, `b`, `d` for the single down spin on h, c, p. -/
def oneDown (a b d : ℂ) : State :=
  fun s => ![![![0, d], ![b, 0]], ![![a, 0], ![0, 0]]] s.1 s.2.1 s.2.2

/-- The energy scale R = √(J² + JK + K²). -/
def scale (J K : ℝ) : ℝ := √(J^2 + J*K + K^2)

/-- The energy -(J - K)/4 - R/2. -/
def lowestEnergy (J K : ℝ) : ℝ := -(J - K)/4 - scale J K/2

/-- The normalization factor of `groundState`, for J, K > 0. -/
def amp (J K : ℝ) : ℝ := (√((J + K + scale J K)^2 + (J + scale J K)^2 + K^2))⁻¹

/-- The state with amplitudes proportional to -(J + K + R), J + R and K, for J, K > 0. -/
def groundState (J K : ℝ) : State :=
  oneDown ((-(J + K + scale J K) * amp J K : ℝ) : ℂ)
    (((J + scale J K) * amp J K : ℝ) : ℂ) ((K * amp J K : ℝ) : ℂ)
```

## Total $S_z=1/2$: one spin down

This condition fixes the direction of the radical's net spin, so that "negative" means opposite to it. Three spins 1/2 give $S_z=1/2$ exactly when one is down, which leaves the amplitudes $a,b,d$.

For two spins, $\mathbf S\cdot\mathbf S=\tfrac12P-\tfrac14$, where $P$ exchanges them. With $N=|a|^2+|b|^2+|d|^2$, exchanging $h$ and $c$ gives $\langle P_{hc}\rangle=2\,\mathrm{Re}(a^*b)+|d|^2=N-|a-b|^2$. Likewise $\langle P_{cp}\rangle=N-|b-d|^2$. Hence

$$E=\tfrac{J-K}{4}N-\tfrac J2|a-b|^2+\tfrac K2|b-d|^2 .$$

In Lean, `spin_dot` checks the exchange identity entry by entry, and `exchange_apply` carries it to three spins. `sector_iff` reads off the vanishing amplitudes from the diagonal total $S_z$. The next two lemmas give the norm, the hydrogen spin and $E$.

```lean
/-- For two spins 1/2, S · S is half the exchange of the spins minus one quarter. -/
theorem spin_dot (i j i' j' : Fin 2) :
    sx i i' * sx j j' + sy i i' * sy j j' + sz i i' * sz j j' =
      (if i = j' ∧ j = i' then 1/2 else 0) - (if i = i' ∧ j = j' then 1/4 else 0) := by
  fin_cases i <;> fin_cases j <;> fin_cases i' <;> fin_cases j' <;>
    norm_num [sx, sy, sz, Complex.ext_iff]

/-- S_h · S_c and S_c · S_p each act on the amplitudes as half the exchange of the two spins
concerned minus one quarter. -/
theorem exchange_apply (ψ : State) (i j k : Fin 2) :
    (dotHC *ᵥ ψ) (i, j, k) = ψ (j, i, k)/2 - ψ (i, j, k)/4 ∧
    (dotCP *ᵥ ψ) (i, j, k) = ψ (i, k, j)/2 - ψ (i, j, k)/4 := by
  have e : ∀ i' j' k', dotHC (i, j, k) (i', j', k') =
      ((if i = j' ∧ j = i' then 1/2 else 0) - (if i = i' ∧ j = j' then 1/4 else 0)) *
        (if k = k' then 1 else 0) := by
    intro i' j' k'
    rw [← spin_dot i j i' j']
    simp only [dotHC, three, Matrix.add_apply, Matrix.kroneckerMap_apply, Matrix.one_apply]
    ring
  have f : ∀ i' j' k', dotCP (i, j, k) (i', j', k') =
      ((if j = k' ∧ k = j' then 1/2 else 0) - (if j = j' ∧ k = k' then 1/4 else 0)) *
        (if i = i' then 1 else 0) := by
    intro i' j' k'
    rw [← spin_dot j k j' k']
    simp only [dotCP, three, Matrix.add_apply, Matrix.kroneckerMap_apply, Matrix.one_apply]
    ring
  simp only [Matrix.mulVec, dotProduct, Fintype.sum_prod_type, Fin.sum_univ_two, e, f]
  constructor <;> fin_cases i <;> fin_cases j <;> fin_cases k <;> simp <;> ring

/-- The states with total S_z = 1/2 are those with exactly one spin down. -/
theorem sector_iff (ψ : State) :
    totalSz *ᵥ ψ = (1/2 : ℂ) • ψ ↔ ∃ a b d, ψ = oneDown a b d := by
  -- total S_z is diagonal
  have diag : ∀ (φ : State) (i j k : Fin 2),
      (totalSz *ᵥ φ) (i, j, k) = (sz i i + sz j j + sz k k) * φ (i, j, k) := by
    intro φ i j k
    fin_cases i <;> fin_cases j <;> fin_cases k <;>
      simp [-mul_eq_mul_right_iff, totalSz, three, Matrix.mulVec, dotProduct,
        Fintype.sum_prod_type, Fin.sum_univ_two, Matrix.one_apply, sz]
  have z0 : sz 0 0 = 1/2 := by simp [sz]
  have z1 : sz 1 1 = -1/2 := by simp [sz]
  constructor
  · intro h
    have e : ∀ i j k, (sz i i + sz j j + sz k k) * ψ (i, j, k) = 1/2 * ψ (i, j, k) := by
      intro i j k
      rw [← diag, h, Pi.smul_apply, smul_eq_mul]
    have h0 := e 0 0 0
    have h1 := e 0 1 1
    have h2 := e 1 0 1
    have h3 := e 1 1 0
    have h4 := e 1 1 1
    rw [z0] at h0
    rw [z0, z1] at h1 h2 h3
    rw [z1] at h4
    have g0 : ψ (0, 0, 0) = 0 := by linear_combination h0
    have g1 : ψ (0, 1, 1) = 0 := by linear_combination -h1
    have g2 : ψ (1, 0, 1) = 0 := by linear_combination -h2
    have g3 : ψ (1, 1, 0) = 0 := by linear_combination -h3
    have g4 : ψ (1, 1, 1) = 0 := by linear_combination (-1/2) * h4
    refine ⟨ψ (1, 0, 0), ψ (0, 1, 0), ψ (0, 0, 1), ?_⟩
    ext ⟨i, j, k⟩
    fin_cases i <;> fin_cases j <;> fin_cases k <;> simp [oneDown, g0, g1, g2, g3, g4]
  · rintro ⟨a, b, d, rfl⟩
    ext ⟨i, j, k⟩
    rw [diag]
    fin_cases i <;> fin_cases j <;> fin_cases k <;> norm_num [oneDown, sz]

/-- The squared norm and ⟨ψ|S_hz|ψ⟩ for a vector ψ with one spin down, not necessarily normalized.
-/
theorem norm_and_spin (a b d : ℂ) :
    ∑ s, Complex.normSq (oneDown a b d s) =
      Complex.normSq a + Complex.normSq b + Complex.normSq d ∧
    expect (three sz 1 1) (oneDown a b d) =
      (Complex.normSq b + Complex.normSq d - Complex.normSq a)/2 := by
  constructor
  · simp [oneDown, Fintype.sum_prod_type, Fin.sum_univ_two]
    ring
  · simp [expect, three, Matrix.mulVec, dotProduct, Fintype.sum_prod_type,
      Fin.sum_univ_two, Matrix.one_apply, oneDown, sz, Complex.normSq_apply]
    ring

/-- The value ⟨ψ|H|ψ⟩ for a vector ψ with one spin down, not necessarily normalized, through its
squared norm and the differences of its amplitudes. -/
theorem energy_oneDown (J K : ℝ) (a b d : ℂ) :
    expect (hamiltonian J K) (oneDown a b d) =
      (J - K)/4 * (Complex.normSq a + Complex.normSq b + Complex.normSq d)
        - J/2 * Complex.normSq (a - b) + K/2 * Complex.normSq (b - d) := by
  simp only [expect, hamiltonian, Matrix.sub_mulVec, Matrix.smul_mulVec, dotProduct,
    Fintype.sum_prod_type, Fin.sum_univ_two, Pi.sub_apply, Pi.smul_apply, Pi.star_apply,
    (exchange_apply _ _ _ _).1, (exchange_apply _ _ _ _).2]
  simp [oneDown, Complex.normSq_apply]
  ring
```

Without the $S_z$ condition the sign is lost: flipping all three spins of a lowest state leaves its energy unchanged and makes the hydrogen spin positive.

## $J>0$ and $K>0$: two inequalities for $R$

Since $R^2-K^2=J(J+K)$, we have $R>K$. Since $(J+2K)^2-R^2=3K(J+K)$, we have $R<J+2K$. The first inequality makes the energy bound work; the second gives the final sign. Both are in `scale_bounds`.

Let $E_0=-(J-K)/4-R/2$. Expanding the energy gives

$$2(E-E_0N)=(R-K)|a|^2+R|b|^2+(J+R)|d|^2+2J\,\mathrm{Re}(a^*b)-2K\,\mathrm{Re}(b^*d).$$

The definition of $R$ gives $(R-K)(J+K+R)=J(J+R)$, so

$$\frac{J^2}{R-K}+\frac{K^2}{J+R}=\frac{J(J+K+R)+K^2}{J+R}=R .$$

The $|b|^2$ term is therefore used up exactly when the squares are completed:

$$2(E-E_0N)=\frac{|(R-K)a+Jb|^2}{R-K}+\frac{|(J+R)d-Kb|^2}{J+R}\ge0 .$$

`energy_gap` is this identity multiplied by $(R-K)(J+R)$; `linear_combination` supplies the equation for $R^2$.

```lean
/-- For J, K > 0 the scale R satisfies R² = J² + JK + K² and K < R < J + 2K. -/
theorem scale_bounds {J K : ℝ} (hJ : 0 < J) (hK : 0 < K) :
    scale J K^2 = J^2 + J*K + K^2 ∧ K < scale J K ∧ scale J K < J + 2*K := by
  have hR : scale J K^2 = J^2 + J*K + K^2 := Real.sq_sqrt (by positivity)
  refine ⟨hR, (Real.lt_sqrt hK.le).2 (by nlinarith [mul_pos hJ hK, pow_pos hJ 2]), ?_⟩
  by_contra h
  have h' : J + 2*K ≤ scale J K := not_lt.1 h
  have h2 : (J + 2*K)^2 ≤ scale J K^2 := by gcongr
  nlinarith [mul_pos hJ hK, pow_pos hK 2]

/-- For J, K > 0 and a vector ψ with one spin down, subtract -(J - K)/4 - R/2 times the squared norm
from ⟨ψ|H|ψ⟩. The difference, times 2(R - K)(J + R), is a weighted sum of two squares. -/
theorem energy_gap {J K : ℝ} (hJ : 0 < J) (hK : 0 < K) (a b d : ℂ) :
    2 * (scale J K - K) * (J + scale J K) * (expect (hamiltonian J K) (oneDown a b d)
      - lowestEnergy J K * (Complex.normSq a + Complex.normSq b + Complex.normSq d)) =
    (J + scale J K) * Complex.normSq (((scale J K - K : ℝ) : ℂ) * a + (J : ℂ) * b)
      + (scale J K - K) * Complex.normSq (((J + scale J K : ℝ) : ℂ) * d - (K : ℂ) * b) := by
  have hR := (scale_bounds hJ hK).1
  rw [energy_oneDown, lowestEnergy]
  simp only [Complex.normSq_apply, Complex.add_re, Complex.add_im, Complex.sub_re,
    Complex.sub_im, Complex.mul_re, Complex.mul_im, Complex.ofReal_re, Complex.ofReal_im]
  linear_combination (scale J K + J - K) * (b.re^2 + b.im^2) * hR
```

The condition $K\ge0$ is not enough. At $K=0$, $J=1$, the lowest state is a singlet of $h$ and $c$ with $p$ up, and the hydrogen spin is zero. Nor is $J\ge0$ enough. At $J=0$, $K=1$, the state $a=0$, $b=d=1/\sqrt2$ is a lowest state with hydrogen spin $+1/2$.

## Unit norm and lowest energy: the amplitudes

The norm condition makes expectation values physical. Without it there would be no minimum, because $E_0<0$ and scaling a state up would lower its energy without bound. Minimality selects the ground state of the sector; without it, the state with only $p$ down has hydrogen spin $+1/2$.

With $N=1$, the bound is $E\ge E_0$, with equality exactly when both squares vanish. Writing $b=(J+R)t$ with a complex factor $t$ then gives

$$a=-(J+K+R)t,\qquad b=(J+R)t,\qquad d=Kt .$$

The squared norm is $2R(2R+2J+K)|t|^2=1$, and so

$$\langle S_{hz}\rangle=\frac{|b|^2+|d|^2-|a|^2}{2}=-\frac{K(J+R)}{2R(2R+2J+K)}=\frac{R-J-2K}{6R}.$$

The last equality follows from $(R-J-2K)(2R+2J+K)=-3K(J+R)$, again by the definition of $R$.

`groundState_isLowest` shows that the normalised state with these amplitudes reaches $E_0$, so lowest states exist. `hydrogen_spin_eq` compares an arbitrary lowest state with it: the energies agree, both non-negative terms vanish, and the amplitudes follow. `hydrogen_spin_neg` then applies $R<J+2K$.

```lean
/-- For J, K > 0 the state `groundState` minimizes the energy within total S_z = 1/2,
and its energy is -(J - K)/4 - R/2. -/
theorem groundState_isLowest {J K : ℝ} (hJ : 0 < J) (hK : 0 < K) :
    IsLowest J K (groundState J K) ∧
      expect (hamiltonian J K) (groundState J K) = lowestEnergy J K := by
  obtain ⟨hR, hRK, -⟩ := scale_bounds hJ hK
  have hr : 0 < scale J K - K := sub_pos.2 hRK
  have hs : 0 < J + scale J K := by linarith
  have hp : 0 < 2 * (scale J K - K) * (J + scale J K) := by positivity
  have hn : 0 < (J + K + scale J K)^2 + (J + scale J K)^2 + K^2 := by positivity
  have hc : amp J K^2 * ((J + K + scale J K)^2 + (J + scale J K)^2 + K^2) = 1 := by
    rw [amp, inv_pow, Real.sq_sqrt hn.le]
    exact inv_mul_cancel₀ hn.ne'
  have hN : Complex.normSq ((-(J + K + scale J K) * amp J K : ℝ) : ℂ)
      + Complex.normSq (((J + scale J K) * amp J K : ℝ) : ℂ)
      + Complex.normSq ((K * amp J K : ℝ) : ℂ) = 1 := by
    simp only [Complex.normSq_ofReal]
    linear_combination hc
  -- both squares of the gap identity vanish
  have e1 : ((scale J K - K : ℝ) : ℂ) * ((-(J + K + scale J K) * amp J K : ℝ) : ℂ)
      + (J : ℂ) * (((J + scale J K) * amp J K : ℝ) : ℂ) = 0 := by
    have h : (scale J K - K) * (-(J + K + scale J K) * amp J K)
        + J * ((J + scale J K) * amp J K) = 0 := by
      linear_combination -amp J K * hR
    exact_mod_cast h
  have e2 : ((J + scale J K : ℝ) : ℂ) * ((K * amp J K : ℝ) : ℂ)
      - (K : ℂ) * (((J + scale J K) * amp J K : ℝ) : ℂ) = 0 := by
    push_cast
    ring
  have hE : expect (hamiltonian J K) (groundState J K) = lowestEnergy J K := by
    have g := energy_gap hJ hK ((-(J + K + scale J K) * amp J K : ℝ) : ℂ)
      (((J + scale J K) * amp J K : ℝ) : ℂ) ((K * amp J K : ℝ) : ℂ)
    rw [e1, e2, hN, map_zero, mul_zero, mul_zero, add_zero, mul_one] at g
    exact sub_eq_zero.1 ((mul_eq_zero.1 g).resolve_left hp.ne')
  refine ⟨⟨⟨(norm_and_spin _ _ _).1.trans hN, (sector_iff _).2 ⟨_, _, _, rfl⟩⟩, ?_⟩, hE⟩
  -- no state of the sector lies lower
  rintro φ ⟨h1, h2⟩
  obtain ⟨a, b, d, rfl⟩ := (sector_iff φ).1 h2
  rw [(norm_and_spin a b d).1] at h1
  have g := energy_gap hJ hK a b d
  rw [h1, mul_one] at g
  have h := add_nonneg (mul_nonneg hs.le (Complex.normSq_nonneg
    (((scale J K - K : ℝ) : ℂ) * a + (J : ℂ) * b))) (mul_nonneg hr.le
    (Complex.normSq_nonneg (((J + scale J K : ℝ) : ℂ) * d - (K : ℂ) * b)))
  rw [← g] at h
  rw [hE]
  exact sub_nonneg.1 (nonneg_of_mul_nonneg_right h hp)

/-- For J, K > 0 every unit vector minimizing the energy within total S_z = 1/2 has
hydrogen spin ⟨S_hz⟩ = (R - J - 2K)/(6R). -/
theorem hydrogen_spin_eq {J K : ℝ} (hJ : 0 < J) (hK : 0 < K) {ψ : State}
    (h : IsLowest J K ψ) :
    expect (three sz 1 1) ψ = (scale J K - J - 2*K)/(6 * scale J K) := by
  obtain ⟨hR, hRK, -⟩ := scale_bounds hJ hK
  have hr : 0 < scale J K - K := sub_pos.2 hRK
  have hR0 : 0 < scale J K := hK.trans hRK
  have hs : 0 < J + scale J K := by linarith
  obtain ⟨hG, hE⟩ := groundState_isLowest hJ hK
  have hle := h.2 _ hG.1
  have hge := hG.2 _ h.1
  obtain ⟨⟨h1, h2⟩, -⟩ := h
  obtain ⟨a, b, d, rfl⟩ := (sector_iff ψ).1 h2
  rw [(norm_and_spin a b d).1] at h1
  have g := energy_gap hJ hK a b d
  rw [h1, mul_one, le_antisymm hle hge, hE, sub_self, mul_zero] at g
  -- both squares vanish, which fixes the ratios of the amplitudes
  have p1 := mul_nonneg hs.le (Complex.normSq_nonneg
    (((scale J K - K : ℝ) : ℂ) * a + (J : ℂ) * b))
  have p2 := mul_nonneg hr.le (Complex.normSq_nonneg
    (((J + scale J K : ℝ) : ℂ) * d - (K : ℂ) * b))
  have ha := Complex.normSq_eq_zero.1
    ((mul_eq_zero.1 (le_antisymm (by linarith) p1)).resolve_left hs.ne')
  have hd := Complex.normSq_eq_zero.1
    ((mul_eq_zero.1 (le_antisymm (by linarith) p2)).resolve_left hr.ne')
  have hsc : ((J + scale J K : ℝ) : ℂ) ≠ 0 := Complex.ofReal_ne_zero.2 hs.ne'
  have hrc : ((scale J K - K : ℝ) : ℂ) ≠ 0 := Complex.ofReal_ne_zero.2 hr.ne'
  have hRc : (scale J K : ℂ)^2 = (J : ℂ)^2 + J*K + (K : ℂ)^2 := by exact_mod_cast hR
  obtain ⟨t, ht⟩ : ∃ t, b = ((J + scale J K : ℝ) : ℂ) * t :=
    ⟨((J + scale J K : ℝ) : ℂ)⁻¹ * b, by rw [← mul_assoc, mul_inv_cancel₀ hsc, one_mul]⟩
  rw [ht] at ha hd
  have hd' : d = (K : ℂ) * t := mul_left_cancel₀ hsc (by linear_combination hd)
  have ha' : a = -((J + K + scale J K : ℝ) : ℂ) * t := mul_left_cancel₀ hrc (by
    push_cast at ha ⊢
    linear_combination ha + t * hRc)
  rw [(norm_and_spin a b d).2, eq_div_iff (by positivity)]
  rw [ha', ht, hd'] at h1 ⊢
  simp only [Complex.normSq_mul, Complex.normSq_neg, Complex.normSq_ofReal] at h1 ⊢
  linear_combination (scale J K - J - 2*K) * h1
    - Complex.normSq t * (2 * scale J K + 2*J + 4*K) * hR

/-- For J, K > 0 every unit vector minimizing the energy within total S_z = 1/2 has a
negative expectation value of S_hz. -/
theorem hydrogen_spin_neg {J K : ℝ} (hJ : 0 < J) (hK : 0 < K) {ψ : State}
    (h : IsLowest J K ψ) : expect (three sz 1 1) ψ < 0 := by
  obtain ⟨-, hRK, hlt⟩ := scale_bounds hJ hK
  rw [hydrogen_spin_eq hJ hK h]
  exact div_neg_of_neg_of_pos (by linarith) (by linarith)

end

end McConnellThreeSpin
```
```lean
#print axioms McConnellThreeSpin.hydrogen_spin_eq
#print axioms McConnellThreeSpin.hydrogen_spin_neg
```

```
'McConnellThreeSpin.hydrogen_spin_eq' depends on axioms: [propext, Classical.choice, Quot.sound]
'McConnellThreeSpin.hydrogen_spin_neg' depends on axioms: [propext, Classical.choice, Quot.sound]
```

## From the spin to a hyperfine sign

In the basis with $h$, $c$ or $p$ down, $H$ has the matrix

$$\begin{pmatrix}-\frac{J+K}{4}&\frac J2&0\\ \frac J2&\frac{K-J}{4}&-\frac K2\\ 0&-\frac K2&\frac{J+K}{4}\end{pmatrix}.$$

For $J=5$, $K=3$ in a common energy unit, $R=7$; these values are chosen for easy arithmetic, not to represent a real C–H bond. The lowest eigenvalue is $-4$, with normalised eigenvector $(-5,4,1)/\sqrt{42}$. The hydrogen spin is $\tfrac12-\tfrac{25}{42}=-\tfrac{2}{21}$.

Reading this as the sign of $Q$ takes two more facts. The π spin must point along the net spin; it does here, since $|d|<|b|$ and unit norm give $\langle S_{pz}\rangle=\tfrac12-|d|^2>0$. And the contact interaction must turn the spin on hydrogen into a proton coupling of the same sign, which is physical input from outside the model. McConnell's proportionality between that coupling and the π spin population across different radicals is a broader statement than this sign for a single C–H fragment. In electronic-structure terms, the model shows spin polarisation producing negative spin on hydrogen, within three localised spins and two given exchange constants.
